# \(N\) Matsubara values do not fix positive weights at \(2N+1\) known energies

When imaginary-frequency data are continued to the real axis by fitting positive weights on a fixed energy grid, someone has to choose the number of grid points. With Green function values at \(N\) nonzero Matsubara frequencies, \(2N+1\) grid energies are already too many if the total weight is left free: any strictly positive set of weights on them has a positive competitor with the same data. With at most \(2N\) energies and distinct positive frequencies, the data do fix the weights. For analytic continuation in many-body calculations, this bounds what noise-free values can determine about a finite discrete spectrum at known energies.

```lean
import Mathlib

open Polynomial ComplexConjugate Topology

namespace MatsubaraAmbiguity

noncomputable section
```

## Real weights at known real energies

The energies \(e_j\), measured from the chemical potential, and the weights \(a_j\) define

\[ G_a(z)=\sum_j \frac{a_j}{z-e_j}. \]

In Lean this is `green e a z`. The functions `e` and `a` take real values on `Fin n`, so \(j\) runs from \(0\) to \(n-1\). The frequencies are a real function `w` on `Fin N`, and the data are the values at `Complex.I * w k`. No temperature enters, so the \(w_k\) need not lie on a Matsubara grid.

```lean
/-- The Green function of a discrete spectrum with energies `e j` and weights `a j`,
defined for `z` different from every energy. -/
def green {n : ℕ} (e a : Fin n → ℝ) (z : ℂ) : ℂ :=
  ∑ j, (a j : ℂ) / (z - e j)
```

The competitor is built from "ghost" weights, which on \(2N+1\) distinct energies are invisible at the given frequencies:

\[ g_j=\prod_k (e_j^2+w_k^2)\prod_{i\ne j}\frac{1}{e_j-e_i}. \]

```lean
/-- The ghost weights belonging to the frequencies `w` and the energies `e`,
defined for pairwise distinct energies. -/
def ghost {N n : ℕ} (w : Fin N → ℝ) (e : Fin n → ℝ) (j : Fin n) : ℝ :=
  (∏ k, (e j ^ 2 + w k ^ 2)) * ∏ i ∈ Finset.univ.erase j, (e j - e i)⁻¹
```

Because the energies are shared, \(G\) is linear in the weights: \(G_{a+tc}=G_a+tG_c\). Two sets of weights give equal data exactly when their difference gives zero data.

```lean
/-- The Green function is linear in the spectral weights. -/
theorem green_add_smul {n : ℕ} (e a c : Fin n → ℝ) (t : ℝ) (z : ℂ) :
    green e (fun j => a j + t * c j) z = green e a z + t * green e c z := by
  simp only [green, Finset.mul_sum, ← Finset.sum_add_distrib]
  refine Finset.sum_congr rfl fun j _ => ?_
  push_cast
  ring
```

Because energies and weights are real, \(G_a(\bar z)=\overline{G_a(z)}\). A zero at \(i w_k\) therefore brings a zero at \(-i w_k\), which the uniqueness proof needs. If complex weights were allowed, one value could not fix two of them, since it would give one complex equation for two complex unknowns.

```lean
/-- For real energies and weights, the Green function at the conjugate point is the
conjugate of the Green function. -/
theorem green_conj {n : ℕ} (e a : Fin n → ℝ) (z : ℂ) :
    green e a (conj z) = conj (green e a z) := by
  simp [green, map_sum]
```

## Distinct energies, \(2N+1\) of them

Distinct energies are separate levels, with degenerate ones merged into a single weight. The number \(2N+1\) is one more than the \(2N\) real numbers contained in \(N\) complex values.

Both conditions enter through Lagrange interpolation. The polynomial \(P(z)=\prod_k(z^2+w_k^2)\) has degree \(2N\), so its values at \(2N+1\) distinct points determine it:

\[ P(z)=\sum_j P(e_j)\prod_{i\ne j}\frac{z-e_i}{e_j-e_i}. \]

Away from the energies, pull out \(D(z)=\prod_j(z-e_j)\). The \(j\)-th term becomes \(D(z)\,g_j/(z-e_j)\), hence

\[ D(z)\,G_g(z)=\prod_k(z^2+w_k^2). \]

In the proof, `hinj` carries the distinctness and `hlt` the degree bound.

```lean
/-- For `2N+1` distinct energies and `z` off the poles, the Green function of the ghost weights
is the product of all `z² + w_k²` divided by the product of all `z - e_j`. -/
theorem green_ghost {N : ℕ} (w : Fin N → ℝ) (e : Fin (2 * N + 1) → ℝ)
    (he : Function.Injective e) (z : ℂ) (hz : ∀ j, z ≠ e j) :
    (∏ j, (z - e j)) * green e (ghost w e) z = ∏ k, (z ^ 2 + (w k : ℂ) ^ 2) := by
  obtain ⟨v, hv⟩ : ∃ v : Fin (2 * N + 1) → ℂ, ∀ j, v j = e j := ⟨_, fun _ => rfl⟩
  have hinj : Set.InjOn v (Finset.univ : Finset (Fin (2 * N + 1))) := by
    intro i _ j _ h
    rw [hv, hv] at h
    exact he (Complex.ofReal_injective h)
  -- the numerator is a polynomial of degree at most 2N
  obtain ⟨P, hdeg, hP⟩ : ∃ P : ℂ[X], P.natDegree ≤ 2 * N ∧
      ∀ x, P.eval x = ∏ k, (x ^ 2 + (w k : ℂ) ^ 2) := by
    refine ⟨∏ k, (X ^ 2 + C ((w k : ℂ) ^ 2)), ?_, fun x => by simp [eval_prod]⟩
    have hk : ∀ k, (X ^ 2 + C ((w k : ℂ) ^ 2) : ℂ[X]).natDegree ≤ 2 := fun k => by
      compute_degree
    refine (natDegree_prod_le _ _).trans ?_
    calc ∑ k, (X ^ 2 + C ((w k : ℂ) ^ 2) : ℂ[X]).natDegree ≤ ∑ _k : Fin N, 2 :=
          Finset.sum_le_sum fun k _ => hk k
      _ = 2 * N := by simp [mul_comm]
  have hlt : P.degree < (Finset.univ : Finset (Fin (2 * N + 1))).card := by
    have h1 : P.natDegree < 2 * N + 1 := by omega
    rw [Finset.card_univ, Fintype.card_fin]
    exact lt_of_le_of_lt degree_le_natDegree (by exact_mod_cast h1)
  -- Lagrange interpolation at the energies is the partial fraction expansion
  have h := congrArg (eval z) (Lagrange.eq_interpolate hinj hlt)
  rw [Lagrange.eval_interpolate_not_at_node, Lagrange.eval_nodal, hP z] at h
  · rw [h, green]
    simp only [hv, hP, Lagrange.nodalWeight, ghost]
    congr 1
    refine Finset.sum_congr rfl fun j _ => ?_
    push_cast
    ring
  · intro j _
    rw [hv]
    exact hz j
```

The proof turns on Mathlib's `Lagrange.eval_interpolate_not_at_node`. It writes the interpolating polynomial, at a point \(z\) that is not a node, as

\[ D(z)\sum_j \frac{W_j\,r_j}{z-e_j},\qquad W_j=\prod_{i\ne j}\frac1{e_j-e_i}, \]

where \(r_j\) are the prescribed values and \(W_j\) is `Lagrange.nodalWeight`. The sum is itself a Green function with weights \(W_jr_j\). Choosing \(r_j=P(e_j)\) gives the ghost; choosing \(r_j=c_j/W_j\) gives any desired weights \(c_j\), and the uniqueness proof uses it that way.

Since \(z^2+w_k^2=(z-iw_k)(z+iw_k)\) and \(D(z)\neq0\) off the poles, \(G_g\) vanishes there exactly at \(\pm i w_k\). The factorisation is `hfac`, and \(D(z)\ne0\) is `hD`.

```lean
/-- For `2N+1` distinct energies, the Green function of the ghost weights vanishes, off the
poles, exactly at the points `± i w_k`. -/
theorem green_ghost_eq_zero_iff {N : ℕ} (w : Fin N → ℝ) (e : Fin (2 * N + 1) → ℝ)
    (he : Function.Injective e) (z : ℂ) (hz : ∀ j, z ≠ e j) :
    green e (ghost w e) z = 0 ↔
      ∃ k, z = Complex.I * w k ∨ z = -(Complex.I * w k) := by
  have hD : ∏ j, (z - (e j : ℂ)) ≠ 0 :=
    Finset.prod_ne_zero_iff.2 fun j _ => sub_ne_zero.2 (hz j)
  have h := green_ghost w e he z hz
  have hfac : ∀ k, z ^ 2 + (w k : ℂ) ^ 2 =
      (z - Complex.I * w k) * (z + Complex.I * w k) := fun k => by
    linear_combination (w k : ℂ) ^ 2 * Complex.I_sq
  constructor
  · intro h0
    rw [h0, mul_zero] at h
    obtain ⟨k, _, hk⟩ := Finset.prod_eq_zero_iff.1 h.symm
    rw [hfac, mul_eq_zero] at hk
    exact ⟨k, hk.imp sub_eq_zero.1 eq_neg_of_add_eq_zero_left⟩
  · rintro ⟨k, hk⟩
    have h0 : ∏ k, (z ^ 2 + (w k : ℂ) ^ 2) = 0 := by
      refine Finset.prod_eq_zero (Finset.mem_univ k) ?_
      rw [hfac, mul_eq_zero]
      exact hk.imp sub_eq_zero.2 (fun h => by linear_combination h)
    rw [h0] at h
    exact (mul_eq_zero.1 h).resolve_left hD
```

With coinciding energies, a competitor that differs at every energy need not exist. Take \(N=1\), \(w_0=1\) and energies \(0,0,1\). Only two levels are distinct, so the data fix the weight at energy \(1\), and no competitor can differ there.

## Nonzero frequencies

Fermionic Matsubara frequencies are never zero; the lowest bosonic one is. By hand, \(w_k\neq0\) makes every factor \(e_j^2+w_k^2\) positive, so that with distinct energies no \(g_j\) vanishes and the competitor differs at every energy. It also keeps \(i w_k\) off the real axis, where the poles lie. The first use is the `positivity` step below; the second compares imaginary parts in the main proof.

```lean
/-- For nonzero frequencies and distinct energies, every ghost weight is nonzero. -/
theorem ghost_ne_zero {N n : ℕ} (w : Fin N → ℝ) (hw : ∀ k, w k ≠ 0) (e : Fin n → ℝ)
    (he : Function.Injective e) (j : Fin n) : ghost w e j ≠ 0 := by
  refine mul_ne_zero (Finset.prod_ne_zero_iff.2 fun k _ => ?_)
    (Finset.prod_ne_zero_iff.2 fun i hi => ?_)
  · have := hw k
    positivity
  · exact inv_ne_zero (sub_ne_zero.2 fun h => Finset.ne_of_mem_erase hi (he h).symm)
```

If some \(w_k=0\) and some \(e_j=0\), the data point sits on a pole and \(g_j=0\). If no energy is zero, the construction still works.

## Strictly positive weights

For fermions a diagonal spectral function is never negative, and one might hope that this constraint selects a unique answer. It does not when every \(a_j\) is strictly positive. Set \(b_j=a_j+t g_j\) with \(t>0\) and smaller than \(a_j/|g_j|\) for every \(j\). All \(b_j\) are positive, all differ from \(a_j\), and

\[ G_b(i w_k)=G_a(i w_k)+t\,G_g(i w_k)=G_a(i w_k). \]

The theorem states that such a `b` exists, that no \(i w_k\) is a pole, and that the two Green functions agree at every \(i w_k\). Its last clause says that, off the poles, they agree at no points other than \(\pm i w_k\). A further nonzero frequency \(w\) with \(|w|\) not among the \(|w_k|\) would therefore separate this \(b\) from \(a\). The frequencies in `w` may repeat or be negative.

Lean replaces the explicit bound on \(t\) by continuity. Each \(a_j+t g_j\) is positive for small \(t>0\), and `Filter.eventually_all` combines these finitely many conditions in `hev`.

```lean
/-- Given `N` nonzero frequencies and positive weights on `2N+1` distinct energies, there are
positive weights, different at every energy, whose Green function agrees with the given one at
every `i w_k`; off the poles the two agree only at the points `± i w_k`. -/
theorem matsubara_data_do_not_determine_spectrum {N : ℕ} (w : Fin N → ℝ)
    (hw : ∀ k, w k ≠ 0) (e : Fin (2 * N + 1) → ℝ) (he : Function.Injective e)
    (a : Fin (2 * N + 1) → ℝ) (ha : ∀ j, 0 < a j) :
    ∃ b : Fin (2 * N + 1) → ℝ, (∀ j, 0 < b j ∧ b j ≠ a j) ∧
      (∀ k, (∀ j, Complex.I * w k ≠ e j) ∧
        green e b (Complex.I * w k) = green e a (Complex.I * w k)) ∧
      ∀ z : ℂ, (∀ j, z ≠ e j) → green e b z = green e a z →
        ∃ k, z = Complex.I * w k ∨ z = -(Complex.I * w k) := by
  -- a small admixture of the ghost keeps all weights positive
  have hev : ∀ᶠ t in 𝓝[>] (0 : ℝ), ∀ j, 0 < a j + t * ghost w e j := by
    rw [Filter.eventually_all]
    intro j
    have hc : Continuous fun t : ℝ => a j + t * ghost w e j := by fun_prop
    exact ((hc.tendsto' 0 (a j) (by simp)).eventually
      (lt_mem_nhds (ha j))).filter_mono nhdsWithin_le_nhds
  obtain ⟨t, hpos, ht⟩ := (hev.and self_mem_nhdsWithin).exists
  have ht0 : t ≠ 0 := ne_of_gt ht
  refine ⟨fun j => a j + t * ghost w e j, fun j => ⟨hpos j, fun h => ?_⟩,
    fun k => ?_, fun z hz h => ?_⟩
  · exact mul_ne_zero ht0 (ghost_ne_zero w hw e he j) (by linarith)
  · have hz : ∀ j, Complex.I * w k ≠ e j := fun j h =>
      hw k (by simpa using congrArg Complex.im h)
    refine ⟨hz, ?_⟩
    rw [green_add_smul, (green_ghost_eq_zero_iff w e he _ hz).2 ⟨k, Or.inl rfl⟩,
      mul_zero, add_zero]
  · rw [green_add_smul, add_eq_left, mul_eq_zero] at h
    exact (green_ghost_eq_zero_iff w e he z hz).1
      (h.resolve_left (Complex.ofReal_ne_zero.2 ht0))
```

In the smallest case, \(N=0\), there is one energy and no data, the ghost weight is \(1\), and any other positive weight will do. For \(N=1\), take \(w_0=1\) and energies \(-1,0,1\). The ghost weights are \(1,-1,1\), and

\[ \frac1{z+1}-\frac1z+\frac1{z-1}=\frac{z^2+1}{z(z^2-1)}, \]

which vanishes at \(z=\pm i\). The weights \((1,1,1)\) and \((\tfrac32,\tfrac12,\tfrac32)\) both give \(G(i)=-2i\).

The same example shows what strict positivity does. The real and imaginary parts of \(G_c(i)=0\) force \(c\) to be a multiple of \((1,-1,1)\). Starting from \((0,0,1)\), adding \(t(1,-1,1)\) makes a weight negative for every \(t\neq0\), so there the constraint does select one answer.

The total weight is left free. Comparing leading coefficients in \(D\,G_g=P\) gives \(\sum_j g_j=1\), so \(b\) carries more total weight than \(a\) by \(t\), and a fit that also fixes the total weight would reject it. With \(2N+2\) distinct energies, the same numerator \(P\) gives ghost weights that sum to zero, and the ambiguity returns.

## At most \(2N\) energies and distinct positive frequencies

For uniqueness, the frequencies must supply independent information. Repeated frequencies add none, and neither does \(-w_k\) once \(w_k\) is known, because its value is the complex conjugate. Hence the \(w_k\) are required to be positive and distinct.

Let real weights \(c_j\) on \(n\le 2N\) distinct energies satisfy \(G_c(i w_k)=0\) for all \(k\). Define

\[ Q(z)=\sum_j c_j\prod_{i\neq j}(z-e_i), \]

which equals \(D(z)\,G_c(z)\) off the poles. Its degree is below \(n\), hence below \(2N\), unless it is already zero. It vanishes at every \(i w_k\) and, by conjugation, at every \(-i w_k\). These are \(2N\) distinct points, so \(Q=0\). Evaluating at an energy gives

\[ 0=Q(e_j)=c_j\prod_{i\ne j}(e_j-e_i), \]

and distinct energies force \(c_j=0\).

In Lean, `u` lists the frequencies \(\pm w_k\), `hu` shows that they are distinct, and `hzero` supplies the zeros. The polynomial \(Q\) appears as the interpolant with values `r`; `hP` shows that it is zero, and `hnode` evaluates it at an energy.

```lean
/-- With at most `2N` distinct energies and `N` distinct positive frequencies, real weights whose
Green function vanishes at every `i w_k` are all zero. -/
theorem no_ghost {N n : ℕ} (hn : n ≤ 2 * N) (w : Fin N → ℝ) (hw : ∀ k, 0 < w k)
    (hwi : Function.Injective w) (e : Fin n → ℝ) (he : Function.Injective e)
    (c : Fin n → ℝ) (h : ∀ k, green e c (Complex.I * w k) = 0) (j : Fin n) : c j = 0 := by
  obtain ⟨v, hv⟩ : ∃ v : Fin n → ℂ, ∀ j, v j = e j := ⟨_, fun _ => rfl⟩
  have hinj : Set.InjOn v (Finset.univ : Finset (Fin n)) := by
    intro i _ j _ h
    rw [hv, hv] at h
    exact he (Complex.ofReal_injective h)
  have hW : ∀ j, Lagrange.nodalWeight Finset.univ v j ≠ 0 := fun j =>
    Lagrange.nodalWeight_ne_zero hinj (Finset.mem_univ j)
  -- conjugation doubles the number of zeros
  obtain ⟨u, hl, hr⟩ : ∃ u : Fin N ⊕ Fin N → ℝ,
      (∀ k, u (Sum.inl k) = w k) ∧ ∀ k, u (Sum.inr k) = -w k :=
    ⟨Sum.elim w fun k => -w k, fun _ => rfl, fun _ => rfl⟩
  have hu : Function.Injective u := by
    rintro (k | k) (l | l) h <;> simp only [hl, hr] at h
    · rw [hwi h]
    · exfalso
      linarith [hw k, hw l]
    · exfalso
      linarith [hw k, hw l]
    · rw [hwi (neg_injective h)]
  have hu0 : ∀ s, u s ≠ 0 := by
    rintro (k | k)
    · rw [hl]
      exact (hw k).ne'
    · rw [hr]
      exact neg_ne_zero.2 (hw k).ne'
  have hzero : ∀ s, green e c (Complex.I * u s) = 0 := by
    rintro (k | k)
    · rw [hl]
      exact h k
    · have hc : Complex.I * ((-w k : ℝ) : ℂ) = conj (Complex.I * (w k : ℂ)) := by simp
      rw [hr, hc, green_conj, h k, map_zero]
  -- the numerator has degree below 2N and 2N distinct roots
  let r : Fin n → ℂ := fun j => (c j : ℂ) / Lagrange.nodalWeight Finset.univ v j
  have hdeg : (Lagrange.interpolate Finset.univ v r).degree <
      (Finset.univ : Finset (Fin n)).card := by
    apply Lagrange.degree_interpolate_lt
    exact hinj
  have hcard : (Finset.univ : Finset (Fin n)).card ≤
      (Finset.univ : Finset (Fin N ⊕ Fin N)).card := by
    rw [Finset.card_univ, Finset.card_univ, Fintype.card_sum, Fintype.card_fin,
      Fintype.card_fin]
    omega
  have hP : Lagrange.interpolate Finset.univ v r = 0 := by
    refine Polynomial.eq_zero_of_degree_lt_of_eval_index_eq_zero
      (s := (Finset.univ : Finset (Fin N ⊕ Fin N))) (v := fun s => Complex.I * (u s : ℂ))
      ?_ (hdeg.trans_le (by exact_mod_cast hcard)) ?_
    · intro s _ s' _ hs
      exact hu (Complex.ofReal_injective (mul_left_cancel₀ Complex.I_ne_zero hs))
    · intro s _
      rw [Lagrange.eval_interpolate_not_at_node]
      · have hz := hzero s
        rw [green] at hz
        refine mul_eq_zero_of_right _ ((Finset.sum_congr rfl fun j _ => ?_).trans hz)
        change _ * _ * ((c j : ℂ) / Lagrange.nodalWeight Finset.univ v j) = _
        rw [mul_comm, ← mul_assoc, div_mul_cancel₀ _ (hW j), ← div_eq_mul_inv, hv]
      · intro j _ hs
        rw [hv] at hs
        exact hu0 s (by simpa using congrArg Complex.im hs)
  have hnode : eval (v j) (Lagrange.interpolate Finset.univ v r) = r j := by
    apply Lagrange.eval_interpolate_at_node
    exacts [hinj, Finset.mem_univ j]
  rw [hP, eval_zero] at hnode
  exact Complex.ofReal_eq_zero.1 ((div_eq_zero_iff.1 hnode.symm).resolve_right (hW j))
```

Each condition matters. With \(2N+1\) energies the ghost exists. With frequencies \(1\) and \(-1\), so that \(N=2\), the three energies \(-1,0,1\) satisfy \(n\le 2N\), yet the weights \(1,-1,1\) remain invisible. With two equal energies, weights \(1\) and \(-1\) on them cancel everywhere.

Applied to the difference \(a-b\), the result says that equal data imply equal weights, with no positivity needed. Both spectra use the same `e`; fits that also move the energies are not covered.

```lean
/-- With at most `2N` distinct known energies, the values of the Green function at `N` distinct
positive Matsubara frequencies determine the real spectral weights. -/
theorem weights_determined {N n : ℕ} (hn : n ≤ 2 * N) (w : Fin N → ℝ) (hw : ∀ k, 0 < w k)
    (hwi : Function.Injective w) (e : Fin n → ℝ) (he : Function.Injective e)
    (a b : Fin n → ℝ)
    (h : ∀ k, green e a (Complex.I * w k) = green e b (Complex.I * w k)) : a = b := by
  funext j
  have h0 := no_ghost hn w hw hwi e he (fun j => a j + (-1) * b j) (fun k => by
    rw [green_add_smul, h k]
    push_cast
    ring) j
  linarith

end

end MatsubaraAmbiguity
```

```lean
#print axioms MatsubaraAmbiguity.matsubara_data_do_not_determine_spectrum
#print axioms MatsubaraAmbiguity.weights_determined
```

```
'MatsubaraAmbiguity.matsubara_data_do_not_determine_spectrum' depends on axioms: [propext, Classical.choice, Quot.sound]
'MatsubaraAmbiguity.weights_determined' depends on axioms: [propext, Classical.choice, Quot.sound]
```
